# Two continuous bands of opposite mirror parity touch where their order is exchanged along a mirror line

The gap between the two bands is taken here to be the square root of a discriminant, not the difference of two sorted eigenvalues. This gives a formula in the matrix entries from the start, and the link to the energies becomes a theorem. The Hamiltonian is a function $H(k,q)$ of two real momenta whose values are real $2\times2$ matrices: $k$ runs along the mirror line $q=0$, and $q$ measures the distance from it. Rows and columns are numbered 0 and 1, so `H k 0 0 1` means $H_{01}(k,0)$.

Suppose that $H$ is symmetric and respects a mirror under which its two orbitals have opposite parity, and that $H_{00}-H_{11}$ is continuous and changes sign along a stretch of the mirror line. Then the bands touch at some $k_0$ on that stretch. If the matrix entries are also differentiable in $q$ there, the gap at fixed $k=k_0$ opens as $2|c||q|$ to first order, where $c$ is the slope of the off-diagonal entry in $q$.

```lean
import Mathlib

open Filter Topology Set

namespace MirrorBandCrossing

noncomputable section
```

## The mirror acts on two orbitals of opposite parity

One orbital is even under the mirror and the other is odd, so the mirror is represented by

$$\sigma_z=\begin{pmatrix}1&0\\0&-1\end{pmatrix}.$$

```lean
/-- The Pauli matrix `σ_z`, which represents the mirror on the two orbitals. -/
def sigmaZ : Matrix (Fin 2) (Fin 2) ℝ := !![1, 0; 0, -1]
```

The mirror reverses $q$ and leaves $k$ alone. Invariance of the crystal under it reads $\sigma_z H(k,q)\sigma_z=H(k,-q)$, required at all real $k$ and $q$. No Brillouin-zone periodicity is assumed.

```lean
/-- The mirror `q ↦ -q` is a symmetry of the two-band Hamiltonian:
`σ_z H(k,q) σ_z = H(k,-q)`. -/
def MirrorSymmetric (H : ℝ → ℝ → Matrix (Fin 2) (Fin 2) ℝ) : Prop :=
  ∀ k q, sigmaZ * H k q * sigmaZ = H k (-q)
```

## The gap and the two energies

For a $2\times2$ matrix $A$ the characteristic polynomial is $E^2-(\operatorname{tr}A)E+\det A$. The gap is the square root of its discriminant, $g=\sqrt{(\operatorname{tr}A)^2-4\det A}$.

```lean
/-- The band gap of a real symmetric two-level Hamiltonian, written as the square root of the
discriminant of its characteristic polynomial. -/
def gap (A : Matrix (Fin 2) (Fin 2) ℝ) : ℝ := √(A.trace ^ 2 - 4 * A.det)
```

If $A$ is symmetric, then $A_{10}=A_{01}$ and

$$(A_{00}+A_{11})^2-4(A_{00}A_{11}-A_{01}^2)=(A_{00}-A_{11})^2+4A_{01}^2 .$$

The gap therefore vanishes only if the diagonal entries agree and the coupling is zero. Physically, a real symmetric $H$ stands for an antiunitary symmetry that fixes each $(k,q)$ and squares to $+1$, such as spinless time reversal combined with inversion, in a suitable basis.

```lean
/-- For a real symmetric Hamiltonian the gap combines the diagonal difference and twice the
off-diagonal coupling in quadrature. -/
theorem gap_eq {A : Matrix (Fin 2) (Fin 2) ℝ} (hA : A.IsSymm) :
    gap A = √((A 0 0 - A 1 1) ^ 2 + 4 * A 0 1 ^ 2) := by
  unfold gap
  rw [Matrix.trace_fin_two, Matrix.det_fin_two, hA.apply 0 1]
  congr 1
  ring
```

Since $g^2=(\operatorname{tr}A)^2-4\det A$, the secular determinant factorises:

$$\det(A-E\,\mathbb 1)=\Big(E-\tfrac{\operatorname{tr}A+g}{2}\Big)\Big(E-\tfrac{\operatorname{tr}A-g}{2}\Big).$$

It is zero exactly when $E$ is one of the two energies, and these differ by $g$. In the proof, `hdet` is this factorisation, and `linear_combination` obtains it from the formula for $g^2$.

```lean
/-- The energies of a real symmetric two-level Hamiltonian are half the trace plus or minus
half the gap. -/
theorem energy_iff {A : Matrix (Fin 2) (Fin 2) ℝ} (hA : A.IsSymm) (E : ℝ) :
    (A - E • (1 : Matrix (Fin 2) (Fin 2) ℝ)).det = 0 ↔
      E = (A.trace + gap A) / 2 ∨ E = (A.trace - gap A) / 2 := by
  have hs : gap A ^ 2 = (A 0 0 - A 1 1) ^ 2 + 4 * A 0 1 ^ 2 := by
    rw [gap_eq hA]
    exact Real.sq_sqrt (by positivity)
  have e00 : (A - E • (1 : Matrix (Fin 2) (Fin 2) ℝ)) 0 0 = A 0 0 - E := by simp
  have e11 : (A - E • (1 : Matrix (Fin 2) (Fin 2) ℝ)) 1 1 = A 1 1 - E := by simp
  have e01 : (A - E • (1 : Matrix (Fin 2) (Fin 2) ℝ)) 0 1 = A 0 1 := by simp
  have e10 : (A - E • (1 : Matrix (Fin 2) (Fin 2) ℝ)) 1 0 = A 1 0 := by simp
  -- the secular determinant factorises over the two energies
  have hdet : (A - E • (1 : Matrix (Fin 2) (Fin 2) ℝ)).det =
      (E - (A.trace + gap A) / 2) * (E - (A.trace - gap A) / 2) := by
    rw [Matrix.det_fin_two, e00, e11, e01, e10, hA.apply 0 1, Matrix.trace_fin_two]
    linear_combination (1 / 4) * hs
  rw [hdet, mul_eq_zero, sub_eq_zero, sub_eq_zero]
```

## The coupling vanishes on the mirror line

Multiplying out gives

$$\sigma_zH\sigma_z=\begin{pmatrix}H_{00}&-H_{01}\\-H_{10}&H_{11}\end{pmatrix}.$$

Comparison with $H(k,-q)$ shows that the diagonal entries are even in $q$ and the coupling is odd.

```lean
/-- Under the mirror symmetry the diagonal entries are even in `q` and the off-diagonal entry `H₀₁`
is odd. -/
theorem mirror_parity {H : ℝ → ℝ → Matrix (Fin 2) (Fin 2) ℝ} (hM : MirrorSymmetric H)
    (k q : ℝ) : H k (-q) 0 0 = H k q 0 0 ∧ H k (-q) 1 1 = H k q 1 1 ∧
      H k (-q) 0 1 = -H k q 0 1 := by
  rw [← hM k q]
  -- expand the products entrywise before inserting the entries of `σ_z`
  simp only [Matrix.mul_apply, Fin.sum_univ_two]
  simp [sigmaZ]
```

At $q=0$ oddness reads $H_{01}(k,0)=-H_{01}(k,0)$, so $H_{01}(k,0)=0$. Orbitals of opposite mirror parity do not mix on the mirror line.

```lean
lemma coupling_zero {H : ℝ → ℝ → Matrix (Fin 2) (Fin 2) ℝ} (hM : MirrorSymmetric H)
    (k : ℝ) : H k 0 0 1 = 0 := by
  have h := (mirror_parity hM k 0).2.2
  rw [neg_zero] at h
  linarith
```

## Slopes at the crossing

Let $f$ be even and differentiable at 0 with slope $s$. Differentiating $f(-q)=f(q)$ at $q=0$ gives $-s=s$, hence $s=0$.

Evenness without differentiability is not enough, and this is where the derivation can go wrong. Take diagonal entries $\pm(k+|q|/2)$ and coupling $cq$. This model is continuous, symmetric and mirror symmetric, and its bands touch at $k=q=0$. Yet at $k=0$ the gap is $|q|\sqrt{1+4c^2}$, not $2|c||q|$. The same slip can enter a Lean statement through `deriv`, which is 0 by convention at the kink of $|q|$; a hypothesis of the form `HasDerivAt` excludes the kink.

```lean
lemma even_slope {f : ℝ → ℝ} {s : ℝ} (hf : HasDerivAt f s 0)
    (he : ∀ q, f (-q) = f q) : s = 0 := by
  have h : deriv f 0 = -deriv f 0 := by
    simpa only [he, neg_zero] using deriv_comp_neg f 0
  linarith [hf.deriv]
```

Now let $f$ and $g$ be functions that vanish at 0 and have slopes $r$ and $s$ there; they will be the diagonal difference and the coupling, and $g$ no longer denotes the gap. For $t\neq0$,

$$\frac{\sqrt{f(t)^2+4g(t)^2}}{|t|}=\sqrt{\Big(\frac{f(t)}{t}\Big)^2+4\Big(\frac{g(t)}{t}\Big)^2}\;\longrightarrow\;\sqrt{r^2+4s^2}.$$

The proof turns on `HasDerivAt.tendsto_slope_zero`. It converts a derivative at 0 into the limit of the difference quotient $t^{-1}(f(0+t)-f(0))$ along `𝓝[≠] 0`, which is Mathlib's way of writing $t\to0$ with $t\neq0$. Because $f(0)=0$, the quotient is just $f(t)/t$. The chain rule would fail here, since the square root is not differentiable at 0, and 0 is the value under the root at the crossing. Once $|t|$ has been moved inside the root, continuity of the square root is sufficient.

```lean
lemma quadrature_slope {f g : ℝ → ℝ} {r s : ℝ} (hf : HasDerivAt f r 0)
    (hg : HasDerivAt g s 0) (f0 : f 0 = 0) (g0 : g 0 = 0) :
    Tendsto (fun t => √(f t ^ 2 + 4 * g t ^ 2) / |t|) (𝓝[≠] 0)
      (𝓝 √(r ^ 2 + 4 * s ^ 2)) := by
  have h1 : Tendsto (fun t => t⁻¹ * f t) (𝓝[≠] 0) (𝓝 r) := by
    simpa [f0] using hf.tendsto_slope_zero
  have h2 : Tendsto (fun t => t⁻¹ * g t) (𝓝[≠] 0) (𝓝 s) := by
    simpa [g0] using hg.tendsto_slope_zero
  have h := (Real.continuous_sqrt.tendsto _).comp ((h1.pow 2).add ((h2.pow 2).const_mul 4))
  refine h.congr fun t => ?_
  change √((t⁻¹ * f t) ^ 2 + 4 * (t⁻¹ * g t) ^ 2) = _
  rw [show (t⁻¹ * f t) ^ 2 + 4 * (t⁻¹ * g t) ^ 2 = (f t ^ 2 + 4 * g t ^ 2) / t ^ 2 by ring,
    Real.sqrt_div' _ (sq_nonneg t), Real.sqrt_sq_eq_abs]
```

## The forced crossing and its linear opening

Write $\Delta(k)=H_{00}(k,0)-H_{11}(k,0)$. The hypothesis `hsign` says $\Delta(a)\Delta(b)<0$: the even and the odd orbital exchange their energetic order between $a$ and $b$, which is a band inversion. By the intermediate value theorem, $\Delta(k_0)=0$ for some $k_0$ strictly between $a$ and $b$. The coupling vanishes there too, so $H(k_0,0)=E\,\mathbb 1$ with $E=H_{00}(k_0,0)$.

Moving off the line at fixed $k_0$, the diagonal difference is even in $q$ and has slope 0, while the coupling has slope $c$. The previous limit with $r=0$ and $s=c$ gives

$$\frac{\text{gap}}{|q|}\longrightarrow\sqrt{4c^2}=2|c| .$$

The theorem asks for continuity only of $\Delta$, and only on $[a,b]$. The point $k_0$ is found first; the differentiability conditions enter afterwards, at that point, and only for the second conclusion. If $c=0$, the limit is 0 and the gap opens more slowly than linearly, if it opens at all. The theorem does not say that $k_0$ is unique, nor where $E$ lies relative to the Fermi level.

In the proof, `mul_neg_iff` separates the two possible orders of the signs, and each case has its own form of the intermediate value theorem. `coupling_zero` then supplies the scalar matrix, and `even_slope` followed by `quadrature_slope` supplies the limit.

```lean
/-- Mirror-protected band crossing: let the Hamiltonian be real symmetric and mirror symmetric. If
its diagonal difference on the mirror line `q = 0` is continuous on `[a,b]` and has opposite signs
at `a` and `b`, the Hamiltonian is scalar at some `k₀` strictly in between. If the diagonal entries
are also differentiable in `q` there and the coupling has `q`-slope `c`, then `gap / |q|` tends to
`2|c|` as `q` tends to 0 at fixed `k₀`. -/
theorem mirror_protected_crossing {H : ℝ → ℝ → Matrix (Fin 2) (Fin 2) ℝ}
    (hS : ∀ k q, (H k q).IsSymm) (hM : MirrorSymmetric H) {a b : ℝ} (hab : a ≤ b)
    (hc : ContinuousOn (fun k => H k 0 0 0 - H k 0 1 1) (Icc a b))
    (hsign : (H a 0 0 0 - H a 0 1 1) * (H b 0 0 0 - H b 0 1 1) < 0) :
    ∃ k₀ ∈ Ioo a b, (∃ E : ℝ, H k₀ 0 = E • (1 : Matrix (Fin 2) (Fin 2) ℝ)) ∧
      ∀ c : ℝ, (∀ i, DifferentiableAt ℝ (fun q => H k₀ q i i) 0) →
        HasDerivAt (fun q => H k₀ q 0 1) c 0 →
        Tendsto (fun q => gap (H k₀ q) / |q|) (𝓝[≠] 0) (𝓝 (2 * |c|)) := by
  -- the diagonal difference vanishes somewhere on the mirror line
  obtain ⟨k₀, hk, h0⟩ : ∃ k₀ ∈ Ioo a b, H k₀ 0 0 0 - H k₀ 0 1 1 = 0 := by
    rcases mul_neg_iff.mp hsign with h | h
    · exact intermediate_value_Ioo' hab hc ⟨h.2, h.1⟩
    · exact intermediate_value_Ioo hab hc ⟨h.1, h.2⟩
  have hz := coupling_zero hM k₀
  refine ⟨k₀, hk, ⟨H k₀ 0 0 0, ?_⟩, fun c hd ho => ?_⟩
  · have h10 : H k₀ 0 1 0 = 0 := ((hS k₀ 0).apply 0 1).trans hz
    have h11 : H k₀ 0 1 1 = H k₀ 0 0 0 := by linarith
    ext i j
    fin_cases i <;> fin_cases j <;> simp [hz, h10, h11]
  · -- the diagonal difference is even, so it has no linear term
    have hf := (hd 0).hasDerivAt.fun_sub (hd 1).hasDerivAt
    have hs := even_slope hf fun q => by
      rw [(mirror_parity hM k₀ q).1, (mirror_parity hM k₀ q).2.1]
    rw [hs] at hf
    have h := quadrature_slope hf ho h0 hz
    rw [show (0 : ℝ) ^ 2 + 4 * c ^ 2 = (2 * c) ^ 2 by ring, Real.sqrt_sq_eq_abs,
      abs_mul, abs_two] at h
    exact h.congr fun q => by rw [gap_eq (hS k₀ q)]
```

For non-interacting electrons in a two-orbital model, this describes a symmetry-protected band touching of the kind met in electronic-structure calculations along mirror lines.

## The gap in every direction

Suppose that the diagonal difference and the coupling are differentiable in $(k,q)$ jointly at a crossing $(k_0,0)$, with derivatives $D$ and $L$. These are linear maps that send a displacement to a first-order change. Put $v=D(1,0)$ and $c=L(0,1)$. The other two slopes vanish: $D(0,1)=0$ because the diagonal difference is even in $q$, and $L(1,0)=0$ because the coupling is zero all along the mirror line. By linearity,

$$D(u,w)=vu,\qquad L(u,w)=cw,$$

and along the ray $(k_0+tu,\,tw)$

$$\frac{\text{gap}}{|t|}\longrightarrow\sqrt{(vu)^2+4(cw)^2}.$$

If $v$ and $c$ are both nonzero, this is the gap of a Dirac cone, in general an anisotropic one. For the slope per unit of momentum, $(u,w)$ must be a unit vector. The direction $(0,1)$ gives back $2|c|$.

In Lean, `hd` and `hl` restrict the joint derivatives to straight lines, `hD0` and `hL0` are the two vanishing slopes, and `lin` is the expansion by linearity. The crossing itself is assumed here, through `h0`.

```lean
/-- Let the Hamiltonian be real symmetric and mirror symmetric. At a crossing `(k₀,0)` where the
diagonal difference and the coupling are differentiable in `(k,q)`, with derivatives `D` and `L`,
the gap at `(k₀ + t u, t w)` divided by `|t|` tends to `√((D(1,0) u)² + 4 (L(0,1) w)²)` as `t` tends
to 0. -/
theorem dirac_cone {H : ℝ → ℝ → Matrix (Fin 2) (Fin 2) ℝ}
    (hS : ∀ k q, (H k q).IsSymm) (hM : MirrorSymmetric H) {k₀ : ℝ}
    (h0 : H k₀ 0 0 0 = H k₀ 0 1 1) {D L : ℝ × ℝ →L[ℝ] ℝ}
    (hD : HasFDerivAt (fun p : ℝ × ℝ => H p.1 p.2 0 0 - H p.1 p.2 1 1) D (k₀, 0))
    (hL : HasFDerivAt (fun p : ℝ × ℝ => H p.1 p.2 0 1) L (k₀, 0)) (u w : ℝ) :
    Tendsto (fun t => gap (H (k₀ + t * u) (t * w)) / |t|) (𝓝[≠] 0)
      (𝓝 √((D (1, 0) * u) ^ 2 + 4 * (L (0, 1) * w) ^ 2)) := by
  have hd : ∀ x y : ℝ, HasDerivAt (fun t => H (k₀ + t * x) (t * y) 0 0 -
      H (k₀ + t * x) (t * y) 1 1) (D (x, y)) 0 := fun x y => by
    simpa [HasLineDerivAt] using hD.hasLineDerivAt (x, y)
  have hl : ∀ x y : ℝ, HasDerivAt (fun t => H (k₀ + t * x) (t * y) 0 1) (L (x, y)) 0 :=
    fun x y => by simpa [HasLineDerivAt] using hL.hasLineDerivAt (x, y)
  -- the mirror removes the `q`-slope of the diagonal and the `k`-slope of the coupling
  have hD0 : D (0, 1) = 0 := even_slope (hd 0 1) fun q => by
    simp only [mul_zero, add_zero, mul_one]
    rw [(mirror_parity hM k₀ q).1, (mirror_parity hM k₀ q).2.1]
  have hL0 : L (1, 0) = 0 := by
    have h := hl 1 0
    simp only [mul_zero, coupling_zero hM] at h
    exact h.unique (hasDerivAt_const _ _)
  have lin : ∀ T : ℝ × ℝ →L[ℝ] ℝ, T (u, w) = u * T (1, 0) + w * T (0, 1) := fun T => by
    have e : ((u, w) : ℝ × ℝ) = u • ((1, 0) : ℝ × ℝ) + w • ((0, 1) : ℝ × ℝ) := by simp
    rw [e, map_add, map_smul, map_smul, smul_eq_mul, smul_eq_mul]
  have h := quadrature_slope (hd u w) (hl u w) (by simp [h0]) (by simp [coupling_zero hM])
  rw [lin D, lin L, hD0, hL0, mul_zero, mul_zero, add_zero, zero_add,
    mul_comm u, mul_comm w] at h
  exact h.congr fun t => by rw [gap_eq (hS _ _)]
```

## A model with the mirror and one without

The matrix

$$\begin{pmatrix}k&q\\q&-k\end{pmatrix}$$

is symmetric, and reversing $q$ has the same effect as conjugation by $\sigma_z$. Its diagonal difference $2k$ changes sign at $k=0$, and its gap is $2\sqrt{k^2+q^2}$. The theorem below records the two symmetry properties, each checked entry by entry.

```lean
/-- The Dirac Hamiltonian with diagonal `k, -k` and coupling `q` is real symmetric and
mirror symmetric. -/
theorem mirror_witness :
    (∀ k q : ℝ, (!![k, q; q, -k] : Matrix (Fin 2) (Fin 2) ℝ).IsSymm) ∧
      MirrorSymmetric (fun k q => !![k, q; q, -k]) := by
  constructor
  · intro k q
    unfold Matrix.IsSymm
    ext i j
    fin_cases i <;> fin_cases j <;> simp
  · intro k q
    ext i j
    fin_cases i <;> fin_cases j <;> simp [sigmaZ, Matrix.mul_apply, Fin.sum_univ_two]
```

Now replace the coupling $q$ by a constant $m$. The trace is 0 and the determinant is $-k^2-m^2$, so

$$\text{gap}=\sqrt{4k^2+4m^2}\ge2|m| .$$

The diagonal difference still changes sign, but for $m\neq0$ the bands never touch. A nonzero constant is not odd in $q$, so this coupling breaks the mirror symmetry, and the crossing becomes an avoided one. Breaking the mirror does not always remove the touching, however. With the coupling $q+m$ the gap is $2\sqrt{k^2+(q+m)^2}$, and the touching point only moves off the mirror line, to $(0,-m)$. The proof compares squares under the root and uses $k^2\ge0$.

```lean
/-- With diagonal `k, -k` and a constant coupling `m`, the gap is at least `2|m|` for every `k`. -/
theorem avoided_crossing (k m : ℝ) : 2 * |m| ≤ gap !![k, m; m, -k] := by
  unfold gap
  rw [Matrix.trace_fin_two_of, Matrix.det_fin_two_of]
  apply Real.le_sqrt_of_sq_le
  rw [mul_pow, sq_abs]
  nlinarith [sq_nonneg k]

end

end MirrorBandCrossing
```

```lean
#print axioms MirrorBandCrossing.energy_iff
#print axioms MirrorBandCrossing.mirror_protected_crossing
#print axioms MirrorBandCrossing.dirac_cone
#print axioms MirrorBandCrossing.avoided_crossing
```

```
'MirrorBandCrossing.energy_iff' depends on axioms: [propext, Classical.choice, Quot.sound]
'MirrorBandCrossing.mirror_protected_crossing' depends on axioms: [propext, Classical.choice, Quot.sound]
'MirrorBandCrossing.dirac_cone' depends on axioms: [propext, Classical.choice, Quot.sound]
'MirrorBandCrossing.avoided_crossing' depends on axioms: [propext, Classical.choice, Quot.sound]
```
